# Lowering the inverse temperature never raises the Boltzmann population of a state at or below the initial mean energy

For a finite nonempty set of states `X` with real energies `U`, the file defines the normalised Boltzmann probability p_β(x) = exp(−βU(x))/Z(β) and the mean energy ⟨U⟩_β, for any real β. The theorem `heating_does_not_populate` states that if U(x) ≤ ⟨U⟩_b and β₁ ≤ β₂ ≤ b, then p_β₁(x) ≤ p_β₂(x). For positive β this says that heating, started from an inverse temperature at most b, does not increase the population of such a state. The attempt shows that β ↦ p_β(x) is monotone on `Iic b` with `monotoneOn_of_deriv_nonneg`: the derivative is p_β(x)(⟨U⟩_β − U(x)), and `meanEnergy_antitone` gives ⟨U⟩_β ≥ ⟨U⟩_b ≥ U(x) for β ≤ b. That step needs β ≤ b, which the attempt extracts from `hβ : β ∈ interior (Iic b)` by `interior_subset`.

The first attempt, which Lean rejects:

```lean
import Mathlib

open Real Set

namespace BoltzmannHeating

noncomputable section

variable {X : Type*} [Fintype X]

/-- Partition function `Z(β) = ∑ exp(-β U)` of the energy `U` at inverse temperature `β`. -/
def partition (U : X → ℝ) (β : ℝ) : ℝ := ∑ y, exp (-(β * U y))

/-- Boltzmann probability `p_β(x) = exp(-β U(x)) / Z(β)` of the state `x`. -/
def prob (U : X → ℝ) (β : ℝ) (x : X) : ℝ := exp (-(β * U x)) / partition U β

/-- Thermal mean energy `⟨U⟩_β`. -/
def meanEnergy (U : X → ℝ) (β : ℝ) : ℝ := ∑ y, prob U β y * U y

/-- Thermal variance of the energy, `⟨(U - ⟨U⟩_β)²⟩_β`. -/
def variance (U : X → ℝ) (β : ℝ) : ℝ := ∑ y, prob U β y * (U y - meanEnergy U β) ^ 2

variable [Nonempty X]

/-- The partition function is positive. -/
theorem partition_pos (U : X → ℝ) (β : ℝ) : 0 < partition U β :=
  Finset.sum_pos (fun _ _ => exp_pos _) Finset.univ_nonempty

/-- The Boltzmann probabilities sum to one. -/
theorem sum_prob (U : X → ℝ) (β : ℝ) : ∑ y, prob U β y = 1 := by
  unfold prob
  rw [← Finset.sum_div]
  exact div_self (partition_pos U β).ne'

/-- The population of `x` obeys `d p_β(x) / dβ = p_β(x) (⟨U⟩_β - U(x))`. -/
theorem hasDerivAt_prob (U : X → ℝ) (β : ℝ) (x : X) :
    HasDerivAt (fun b => prob U b x) (prob U β x * (meanEnergy U β - U x)) β := by
  have hne : partition U β ≠ 0 := (partition_pos U β).ne'
  have he : ∀ y, HasDerivAt (fun b : ℝ => exp (-(b * U y))) (exp (-(β * U y)) * (-U y)) β := by
    intro y
    have h : HasDerivAt (fun b : ℝ => -(b * U y)) (-U y) β :=
      ((hasDerivAt_id' β).mul_const (U y)).fun_neg.congr_deriv (by ring)
    exact h.exp
  -- dZ/dβ = -Z ⟨U⟩
  have hZ : HasDerivAt (partition U) (-(partition U β * meanEnergy U β)) β := by
    refine (HasDerivAt.fun_sum (u := Finset.univ) fun y _ => he y).congr_deriv ?_
    unfold meanEnergy
    rw [Finset.mul_sum, ← Finset.sum_neg_distrib]
    refine Finset.sum_congr rfl fun y _ => ?_
    rw [prob]
    field_simp
  -- quotient rule
  refine ((he x).fun_div hZ hne).congr_deriv ?_
  simp only [prob]
  field_simp
  ring

/-- The derivative of the mean energy with respect to `β` is minus the energy variance. -/
theorem hasDerivAt_meanEnergy (U : X → ℝ) (β : ℝ) :
    HasDerivAt (meanEnergy U) (-variance U β) β := by
  refine (HasDerivAt.fun_sum (u := Finset.univ)
    fun y _ => (hasDerivAt_prob U β y).mul_const (U y)).congr_deriv ?_
  have h : ∀ y, prob U β y * (meanEnergy U β - U y) * U y =
      -(prob U β y * (U y - meanEnergy U β) ^ 2) +
        (meanEnergy U β * meanEnergy U β * prob U β y
          - meanEnergy U β * (prob U β y * U y)) := fun y => by ring
  have h1 : ∑ y, meanEnergy U β * meanEnergy U β * prob U β y
      = meanEnergy U β * meanEnergy U β := by
    rw [← Finset.mul_sum, sum_prob, mul_one]
  have h2 : ∑ y, meanEnergy U β * (prob U β y * U y) = meanEnergy U β * meanEnergy U β := by
    rw [← Finset.mul_sum]
    rfl
  rw [Finset.sum_congr rfl fun y _ => h y, Finset.sum_add_distrib, Finset.sum_sub_distrib,
    Finset.sum_neg_distrib, h1, h2, sub_self, add_zero, variance]

/-- The mean energy never increases with `β`. -/
theorem meanEnergy_antitone (U : X → ℝ) : Antitone (meanEnergy U) := by
  refine antitone_of_deriv_nonpos
    (fun β => (hasDerivAt_meanEnergy U β).differentiableAt) fun β => ?_
  rw [(hasDerivAt_meanEnergy U β).deriv, neg_nonpos]
  exact Finset.sum_nonneg fun y _ =>
    mul_nonneg (div_pos (exp_pos _) (partition_pos U β)).le (sq_nonneg _)

/-- If `U(x) ≤ ⟨U⟩_b`, then lowering the inverse temperature from any `β₂ ≤ b` to `β₁ ≤ β₂`
does not increase the population of `x`. -/
theorem heating_does_not_populate (U : X → ℝ) (x : X) {b β₁ β₂ : ℝ}
    (hx : U x ≤ meanEnergy U b) (h12 : β₁ ≤ β₂) (h2 : β₂ ≤ b) :
    prob U β₁ x ≤ prob U β₂ x := by
  have hd : Differentiable ℝ (fun β => prob U β x) :=
    fun β => (hasDerivAt_prob U β x).differentiableAt
  have hm : MonotoneOn (fun β => prob U β x) (Iic b) := by
    refine monotoneOn_of_deriv_nonneg (convex_Iic b) hd.continuous.continuousOn
      hd.differentiableOn fun β hβ => ?_
    have hβb : β ≤ b := interior_subset hβ
    have := meanEnergy_antitone U hβb
    rw [(hasDerivAt_prob U β x).deriv]
    exact mul_nonneg (div_pos (exp_pos _) (partition_pos U β)).le (by linarith)
  exact hm (h12.trans h2) h2 h12

end

end BoltzmannHeating
```

The error:

```
Main.lean:94:40: error: Application type mismatch: The argument
  hβ
has type
  β ∈ interior (Iic b)
but is expected to have type
  b ∈ interior (Real.le✝ β)
in the application
  interior_subset hβ
```

Cause. The message says that `hβ` has type `β ∈ interior (Iic b)`, while the application expects `b ∈ interior (Real.le✝ β)`: a different point in a different set.

`interior_subset` states `interior s ⊆ s` with `s` implicit, so applied to a membership it yields `a ∈ s` for a point `a` and set `s` still to be determined. Lean fixed them from the expected type `β ≤ b` before checking `hβ`. A set is a predicate, so `a ∈ s` unfolds to `s a`, and `β ≤ b` on the reals unfolds to `Real.le✝ β b` (the dagger marks an inaccessible name). Matching the two applications gave `s := Real.le✝ β` and `a := b`, that is, `b` in the set of reals at or above `β`. `hβ` does not fit that reading.

The repair first states `hβ' : β ∈ Iic b`. This expected type is already a membership, so it matches directly with `s := Iic b` and `a := β`, and `hβ` has the required type. The second line passes to the inequality explicitly: `mem_Iic.mp hβ'` gives `hβb : β ≤ b`, as the rest of the proof uses.

This version goes through:

```diff
@@ -92,5 +92,6 @@
     refine monotoneOn_of_deriv_nonneg (convex_Iic b) hd.continuous.continuousOn
       hd.differentiableOn fun β hβ => ?_
-    have hβb : β ≤ b := interior_subset hβ
+    have hβ' : β ∈ Iic b := interior_subset hβ
+    have hβb : β ≤ b := mem_Iic.mp hβ'
     have := meanEnergy_antitone U hβb
     rw [(hasDerivAt_prob U β x).deriv]
```
